# For a chain of 2k stereocentres, 2^k R/S words are reversed by applying a given involution to every descriptor

The declaration concerns words of R/S descriptors along a chain of `2 * k` stereocentres, where reading from the other end reverses the order and keeps each descriptor. For any map `f` of the two descriptors that is its own inverse, it states that exactly `2 ^ k` words have a reversal equal to the word with `f` applied at every centre. With `f` the identity these are the palindromes; with `f` the exchange of R and S they are the words whose reversal swaps every descriptor. All words are admitted, and the count is of words, not of distinct molecules. The attempt builds a bijection with the free choices on the first `k` centres, filling the second half by applying `f` to the mirrored positions, and then counts those choices.

This version doesn't compile in Lean 4 with Mathlib:

```lean
import Mathlib

open Finset

namespace CardHalf

/-- A word of R/S descriptors along a chain of `2k` stereocentres (`true` is R, `false` is S). -/
abbrev Word (k : ℕ) := Fin (2 * k) → Bool

/-- The same chain read from its other end: the order is reversed, each descriptor is kept. -/
def reverse {k : ℕ} (w : Word k) : Word k := fun i => w i.rev

/-- Half a chain fixes the whole: for an involution `f` of the descriptors there are `2^k` words
whose reversal is obtained by applying `f` at every centre. -/
theorem card_half (k : ℕ) (f : Bool → Bool) (hf : ∀ x, f (f x) = x) :
    Nat.card {w : Word k // reverse w = fun i => f (w i)} = 2 ^ k := by
  have e : {w : Word k // reverse w = fun i => f (w i)} ≃ (Fin k → Bool) :=
    { toFun := fun w i => w.1 ⟨i.1, by have := i.2; omega⟩
      invFun := fun u => ⟨fun i => if h : i.1 < k then u ⟨i.1, h⟩
          else f (u ⟨2 * k - 1 - i.1, by have := i.2; omega⟩), by
        funext i
        have hi := i.2
        have hr : i.rev.1 = 2 * k - 1 - i.1 := by rw [Fin.val_rev]; omega
        unfold reverse
        by_cases h : i.1 < k
        · have h' : ¬ i.rev.1 < k := by omega
          rw [dif_pos h, dif_neg h']
          congr 2
          exact Fin.ext (show 2 * k - 1 - i.rev.1 = i.1 by omega)
        · have h' : i.rev.1 < k := by omega
          rw [dif_neg h, dif_pos h', hf]
          congr 1
          exact Fin.ext hr⟩
      left_inv := fun w => by
        apply Subtype.ext
        funext i
        by_cases h : i.1 < k
        · exact dif_pos h
        · refine (dif_neg h).trans ?_
          have hi := i.2
          have e : (⟨2 * k - 1 - i.1, by omega⟩ : Fin (2 * k)) = i.rev :=
            Fin.ext (show 2 * k - 1 - i.1 = i.rev.1 by rw [Fin.val_rev]; omega)
          have hw : w.1 i.rev = f (w.1 i) := congrFun w.2 i
          change f (w.1 ⟨2 * k - 1 - i.1, by omega⟩) = w.1 i
          rw [e, hw, hf]
      right_inv := fun u => by
        funext i
        exact dif_pos i.2 }
  rw [Nat.card_congr e, Nat.card_eq_fintype_card]
  simp

end CardHalf
```

The compiler's answer:

```
Main.lean:27:14: error: Tactic `rewrite` failed: Did not find an occurrence of the pattern
  dite (↑i < k) ?m.171 ?m.172
in the target expression
  (fun i => if h : ↑i < k then u ⟨↑i, h⟩ else f (u ⟨2 * k - 1 - ↑i, ⋯⟩)) i.rev =
    f ((fun i => if h : ↑i < k then u ⟨↑i, h⟩ else f (u ⟨2 * k - 1 - ↑i, ⋯⟩)) i)

case pos
k : ℕ
f : Bool → Bool
hf : ∀ (x : Bool), f (f x) = x
u : Fin k → Bool
i : Fin (2 * k)
hi : ↑i < 2 * k
hr : ↑i.rev = 2 * k - 1 - ↑i
h : ↑i < k
h' : ¬↑i.rev < k
⊢ (fun i => if h : ↑i < k then u ⟨↑i, h⟩ else f (u ⟨2 * k - 1 - ↑i, ⋯⟩)) i.rev =
    f ((fun i => if h : ↑i < k then u ⟨↑i, h⟩ else f (u ⟨2 * k - 1 - ↑i, ⋯⟩)) i)
Main.lean:31:14: error: Tactic `rewrite` failed: Did not find an occurrence of the pattern
  dite (↑i < k) ?m.189 ?m.190
in the target expression
  (fun i => if h : ↑i < k then u ⟨↑i, h⟩ else f (u ⟨2 * k - 1 - ↑i, ⋯⟩)) i.rev =
    f ((fun i => if h : ↑i < k then u ⟨↑i, h⟩ else f (u ⟨2 * k - 1 - ↑i, ⋯⟩)) i)

case neg
k : ℕ
f : Bool → Bool
hf : ∀ (x : Bool), f (f x) = x
u : Fin k → Bool
i : Fin (2 * k)
hi : ↑i < 2 * k
hr : ↑i.rev = 2 * k - 1 - ↑i
h : ¬↑i < k
h' : ↑i.rev < k
⊢ (fun i => if h : ↑i < k then u ⟨↑i, h⟩ else f (u ⟨2 * k - 1 - ↑i, ⋯⟩)) i.rev =
    f ((fun i => if h : ↑i < k then u ⟨↑i, h⟩ else f (u ⟨2 * k - 1 - ↑i, ⋯⟩)) i)
```

Both errors occur in the proof that the word built by `invFun` satisfies the reversal condition. After `unfold reverse`, the goal still contains the function `fun i => if h : ↑i < k then … else …` applied to `i.rev` on the left and to `i` on the right, with neither application carried out.

The rewrites `dif_pos h` and `dif_neg h` look for a `dite` whose condition is `↑i < k` for the particular `i` in the context. The `↑i < k` printed inside the function looks the same, but its `i` is the function's own bound variable, so `rw` finds no match. The first message is the case `↑i < k`, the second the case `¬↑i < k`.

The added `beta_reduce` substitutes the arguments into the function bodies. The goal then has one `dite` on `↑i.rev < k` and one on `↑i < k`, which the existing rewrites with `h'` and `h` can match. Since it stands before `by_cases`, the one line cures both branches.

Lean accepts the file once it reads:

```diff
@@ -23,4 +23,5 @@
         have hr : i.rev.1 = 2 * k - 1 - i.1 := by rw [Fin.val_rev]; omega
         unfold reverse
+        beta_reduce
         by_cases h : i.1 < k
         · have h' : ¬ i.rev.1 < k := by omega
```
